# Total reflection from ωT up to ωL in an undamped Born–Huang crystal

Take a crystal with one infrared-active vibration, in units where its transverse frequency is $\omega_T=1$. Let the ions carry all the polarization, $P=bu$, with $4\pi b^2=3$. A field $E$ at frequency $\omega$ drives the displacement $u=bE/(1-\omega^2)$, so

$$E+4\pi P=\Bigl(1+\frac{3}{1-\omega^2}\Bigr)E=\frac{4-\omega^2}{1-\omega^2}\,E .$$

At $\omega^2=2$ the ions move against the drive and overcompensate the field: $\varepsilon=-2$. The refractive index is then $n=\pm i\sqrt2$, which is equally far from $1$ and $-1$, and the reflectance at normal incidence from vacuum, $|(n-1)/(n+1)|^2$, is $1$. At $\omega=2$ the compensation is exact and $\varepsilon=0$. At normal incidence, total reflection occurs for $1<\omega\le2$.

## The equations and their dielectric constant

In general the electrons also respond, through a term $cE$. In Gaussian units the amplitudes at frequency $\omega$ obey

$$(\omega_T^2-\omega^2)\,u=bE,\qquad P=bu+cE .$$

Here $u$ is the relative displacement of the two ions in a cell, multiplied by the square root of their reduced mass over the cell volume, and $b$ is the strength with which it couples to the field. The vectors have three complex components, `Fin 3 → ℂ`. The coefficients are real scalars independent of frequency and wave vector, so the model is isotropic, local and undamped.

In Lean 4 with Mathlib:

```lean
import Mathlib

open scoped Real

namespace BornHuangReststrahlen

noncomputable section

/-- The Born-Huang equations at frequency `ω` for the amplitudes of the lattice displacement `u`,
the electric field `E` and the polarization `P`. -/
def BornHuang (ωT b c ω : ℝ) (u E P : Fin 3 → ℂ) : Prop :=
  (ωT ^ 2 - ω ^ 2) • u = b • E ∧ P = b • u + c • E
```

A real number $\varepsilon$ is the dielectric constant at $\omega$ if $E+4\pi P=\varepsilon E$ holds for every solution, not just for one chosen field.

```lean
/-- The number `ε` is the dielectric constant at frequency `ω`: every solution of the Born-Huang
equations has electric displacement `E + 4πP = εE`. -/
def IsDielectricConstant (ωT b c ω ε : ℝ) : Prop :=
  ∀ u E P : Fin 3 → ℂ, BornHuang ωT b c ω u E P → E + (4 * π) • P = ε • E
```

With the ions held still, $u=0$ and the displacement field is $(1+4\pi c)E$. This defines $\varepsilon_\infty=1+4\pi c$.

```lean
/-- The high-frequency dielectric constant `1 + 4πc`. -/
def epsInf (c : ℝ) : ℝ := 1 + 4 * π * c
```

With the ions free to move, the candidate is

$$\varepsilon(\omega)=\varepsilon_\infty+\frac{4\pi b^2}{\omega_T^2-\omega^2}.$$

```lean
/-- The lattice dielectric function, for `ω² ≠ ωT²`. -/
def eps (ωT b c ω : ℝ) : ℝ := epsInf c + 4 * π * b ^ 2 / (ωT ^ 2 - ω ^ 2)
```

The longitudinal frequency is introduced by the Lyddane–Sachs–Teller ratio, $\omega_L^2=\omega_T^2\,\varepsilon(0)/\varepsilon_\infty$. At this point it is only a definition; its physical content comes from the zero of $\varepsilon$ and the field oscillation found below.

```lean
/-- The longitudinal frequency, the square root of `ωT² ε(0) / ε∞`, for `ωT ≠ 0` and
`ε∞ > 0`. -/
def omegaL (ωT b c : ℝ) : ℝ := Real.sqrt (ωT ^ 2 * eps ωT b c 0 / epsInf c)
```

The reflectance is the Fresnel expression for normal incidence from vacuum onto a nonmagnetic crystal filling a half-space, taken as given and not derived from Maxwell's equations.

```lean
/-- The reflectance at normal incidence from vacuum onto a medium of complex refractive index `n`,
for `n ≠ -1`. -/
def reflectance (n : ℂ) : ℝ := ‖(n - 1) / (n + 1)‖ ^ 2
```

## Solving for the driven lattice

For $\omega^2\ne\omega_T^2$, any field $E$ has the response $u=bE/(\omega_T^2-\omega^2)$, and $P$ follows from the second equation.

```lean
/-- Away from resonance every electric field drives a lattice displacement and a polarization
that solve the Born-Huang equations. -/
theorem driven_solution {ωT ω : ℝ} (b c : ℝ) (hd : ωT ^ 2 - ω ^ 2 ≠ 0) (E : Fin 3 → ℂ) :
    BornHuang ωT b c ω (((ωT ^ 2 - ω ^ 2)⁻¹ * b) • E) E
      (b • (((ωT ^ 2 - ω ^ 2)⁻¹ * b) • E) + c • E) :=
  ⟨by rw [smul_smul, ← mul_assoc, mul_inv_cancel₀ hd, one_mul], rfl⟩
```

Conversely, every solution has this $u$. Substitution gives

$$E+4\pi P=\Bigl(1+4\pi c+\frac{4\pi b^2}{\omega_T^2-\omega^2}\Bigr)E .$$

In the proof `hu` solves for $u$, and `module` compares the coefficients of $E$.

```lean
/-- Away from resonance the electric displacement is the dielectric function times the field. -/
theorem displacement_eq {ωT b c ω : ℝ} (hd : ωT ^ 2 - ω ^ 2 ≠ 0) :
    IsDielectricConstant ωT b c ω (eps ωT b c ω) := by
  rintro u E P ⟨h1, h2⟩
  have hu : u = (ωT ^ 2 - ω ^ 2)⁻¹ • (b • E) := by
    rw [← h1, smul_smul, inv_mul_cancel₀ hd, one_smul]
  rw [h2, hu, eps, epsInf, div_eq_mul_inv]
  module
```

At resonance, $E=0$ permits any $u$. Choosing $u=(1,1,1)$ gives $P=bu\neq0$ when $b\ne0$, so $4\pi P=\varepsilon\cdot0$ is impossible for every $\varepsilon$. Away from resonance, the driven solution with $E=(1,1,1)$ fixes $\varepsilon$ uniquely. The condition $b\neq0$ says that the vibration carries a dipole.

```lean
/-- For `b ≠ 0`, a dielectric constant exists exactly away from the transverse resonance, and it is
then given by the lattice dielectric function. -/
theorem isDielectricConstant_iff {ωT b c ω ε : ℝ} (hb : b ≠ 0) :
    IsDielectricConstant ωT b c ω ε ↔ ωT ^ 2 - ω ^ 2 ≠ 0 ∧ ε = eps ωT b c ω := by
  constructor
  · intro h
    have hd : ωT ^ 2 - ω ^ 2 ≠ 0 := by
      -- at resonance the lattice can be polarized without any field
      intro h0
      have h1 := h (fun _ => 1) 0 (b • (fun _ => 1) + c • 0) ⟨by rw [h0]; simp, rfl⟩
      have h2 := congrArg Complex.re (congrFun h1 0)
      simp [Real.pi_ne_zero, hb] at h2
    refine ⟨hd, ?_⟩
    have hs := driven_solution b c hd (fun _ => 1)
    have h1 := (h _ _ _ hs).symm.trans (displacement_eq hd _ _ _ hs)
    have h2 := congrArg Complex.re (congrFun h1 0)
    simpa using h2
  · rintro ⟨hd, rfl⟩
    exact displacement_eq hd
```

## The zero and the sign of ε

Since $\varepsilon(0)=\varepsilon_\infty+4\pi b^2/\omega_T^2$,

$$\omega_L^2=\omega_T^2+\frac{4\pi b^2}{\varepsilon_\infty}.$$

The assumption $\varepsilon_\infty>0$ means that the electrons alone, with the ions frozen, leave a medium of positive permittivity. It makes the right side positive, so the square root in `omegaL` squares back correctly.

```lean
/-- The squared longitudinal frequency exceeds the squared transverse one by `4πb²/ε∞`. -/
theorem omegaL_sq {ωT b c : ℝ} (hT : 0 < ωT) (hc : 0 < epsInf c) :
    omegaL ωT b c ^ 2 = ωT ^ 2 + 4 * π * b ^ 2 / epsInf c := by
  have hc' := hc.ne'
  have h0 : ωT ^ 2 - (0 : ℝ) ^ 2 = ωT ^ 2 := by ring
  have h1 : ωT ^ 2 * (4 * π * b ^ 2 / ωT ^ 2) = 4 * π * b ^ 2 := by field_simp
  have h2 : 4 * π * b ^ 2 / epsInf c * epsInf c = 4 * π * b ^ 2 := by field_simp
  have h : ωT ^ 2 * eps ωT b c 0 / epsInf c = ωT ^ 2 + 4 * π * b ^ 2 / epsInf c := by
    rw [eps, h0, div_eq_iff hc']
    linear_combination h1 - h2
  rw [omegaL, h, Real.sq_sqrt (by positivity)]
```

Multiplying $\varepsilon(\omega)$ by $\omega_T^2-\omega^2$ now gives

$$(\omega_T^2-\omega^2)\,\varepsilon(\omega)=\varepsilon_\infty(\omega_L^2-\omega^2).$$

Away from resonance, $\varepsilon=0$ exactly when $\omega^2=\omega_L^2$, which for positive $\omega$ means $\omega=\omega_L$. For the sign, note that $\omega_L\ge\omega_T$. If $\omega<\omega_T$, the right side and the factor $\omega_T^2-\omega^2$ are both positive, so $\varepsilon>0$. If $\omega>\omega_T$, that factor is negative, and $\varepsilon\le0$ exactly when $\omega\le\omega_L$.

The proof turns on the identity `key`, obtained by `linear_combination h1 - h2`. This tactic subtracts the stated combination of known equations from the goal and asks `ring` to show that nothing remains. By itself `ring` cannot cancel $\omega_T^2-\omega^2$ against its inverse, because that requires the factor to be nonzero. The equations `h1` and `h2` supply the two cancellations, each justified by its own hypothesis, and only polynomial algebra is left. The sign arguments that follow then work with products and contain no division by a quantity of unknown sign.

```lean
/-- Away from resonance, the dielectric function vanishes exactly at the longitudinal frequency,
and it is nonpositive exactly above `ωT` and up to `ωL`. -/
theorem eps_zero_and_sign {ωT b c ω : ℝ} (hT : 0 < ωT) (hω : 0 < ω) (hc : 0 < epsInf c)
    (hd : ωT ^ 2 - ω ^ 2 ≠ 0) :
    (eps ωT b c ω = 0 ↔ ω = omegaL ωT b c) ∧
      (eps ωT b c ω ≤ 0 ↔ ωT < ω ∧ ω ≤ omegaL ωT b c) := by
  have hL : 0 ≤ omegaL ωT b c := Real.sqrt_nonneg _
  have hsq := omegaL_sq (b := b) hT hc
  have hpos : 0 ≤ 4 * π * b ^ 2 / epsInf c := by positivity
  -- the pole and the zero of the dielectric function, displayed without division
  have key : (ωT ^ 2 - ω ^ 2) * eps ωT b c ω = epsInf c * (omegaL ωT b c ^ 2 - ω ^ 2) := by
    have h1 : 4 * π * b ^ 2 / (ωT ^ 2 - ω ^ 2) * (ωT ^ 2 - ω ^ 2) = 4 * π * b ^ 2 :=
      div_mul_cancel₀ _ hd
    have h2 : 4 * π * b ^ 2 / epsInf c * epsInf c = 4 * π * b ^ 2 :=
      div_mul_cancel₀ _ hc.ne'
    rw [hsq, eps]
    linear_combination h1 - h2
  constructor
  · rw [← sq_eq_sq₀ hω.le hL]
    constructor
    · intro h
      rw [h, mul_zero] at key
      have h3 := (mul_eq_zero.mp key.symm).resolve_left hc.ne'
      linarith
    · intro h
      rw [← h, sub_self, mul_zero] at key
      exact (mul_eq_zero.mp key).resolve_left hd
  · constructor
    · intro h
      have hlt : ωT < ω := by
        by_contra hle
        have h3 : 0 < ωT ^ 2 - ω ^ 2 :=
          lt_of_le_of_ne (by nlinarith [not_lt.mp hle]) hd.symm
        have h4 : 0 < epsInf c * (omegaL ωT b c ^ 2 - ω ^ 2) :=
          mul_pos hc (by linarith)
        have h5 := mul_nonpos_of_nonneg_of_nonpos h3.le h
        linarith
      refine ⟨hlt, ?_⟩
      by_contra hgt
      have h3 : ωT ^ 2 - ω ^ 2 ≤ 0 := by nlinarith
      have h4 : 0 < ω ^ 2 - omegaL ωT b c ^ 2 := by nlinarith [not_le.mp hgt]
      have h5 := mul_nonneg_of_nonpos_of_nonpos h3 h
      have h6 := mul_pos hc h4
      linarith
    · rintro ⟨h1, h2⟩
      by_contra h
      have h3 : 0 < ω ^ 2 - ωT ^ 2 := by nlinarith
      have h4 : 0 ≤ omegaL ωT b c ^ 2 - ω ^ 2 := by nlinarith
      have h5 := mul_pos h3 (not_le.mp h)
      have h6 := mul_nonneg hc.le h4
      linarith
```

## When reflection is total

Write $n=x+iy$ with $x\ge0$, so that $n\ne-1$. Then

$$|n+1|^2-|n-1|^2=4x,$$

and the reflectance is $1$ exactly when $x=0$. From $n^2=\varepsilon$ with $\varepsilon$ real,

$$x^2-y^2=\varepsilon,\qquad 2xy=0 .$$

If $x=0$, then $\varepsilon=-y^2\le0$. If $\varepsilon\le0$, either $x=0$ already, or $y=0$ and $x^2=\varepsilon\le0$, which again forces $x=0$. In the proof `hR` is the statement about distances, and `h1` and `h2` are the real and imaginary parts of $n^2=\varepsilon$.

```lean
/-- For a real dielectric constant `ε = n²` and `Re n ≥ 0`, reflection is total exactly when
`ε ≤ 0`. -/
theorem reflectance_eq_one_iff {n : ℂ} {ε : ℝ} (hn : n ^ 2 = (ε : ℂ)) (hre : 0 ≤ n.re) :
    reflectance n = 1 ↔ ε ≤ 0 := by
  have hne : n + 1 ≠ 0 := by
    intro h
    have h1 := congrArg Complex.re h
    simp only [Complex.add_re, Complex.one_re, Complex.zero_re] at h1
    linarith
  -- total reflection means that `n` is equally far from `1` and `-1`
  have hR : reflectance n = 1 ↔ n.re = 0 := by
    rw [reflectance, ← Complex.normSq_eq_norm_sq, map_div₀,
      div_eq_one_iff_eq (fun h => hne (Complex.normSq_eq_zero.mp h))]
    simp only [Complex.normSq_apply, Complex.sub_re, Complex.add_re, Complex.one_re,
      Complex.sub_im, Complex.add_im, Complex.one_im]
    constructor
    · intro h
      linarith
    · intro h
      rw [h]
      ring
  have h1 := congrArg Complex.re hn
  have h2 := congrArg Complex.im hn
  simp only [pow_two, Complex.mul_re, Complex.mul_im, Complex.ofReal_re,
    Complex.ofReal_im] at h1 h2
  rw [hR]
  constructor
  · intro h
    rw [h] at h1
    nlinarith [mul_self_nonneg n.im]
  · intro h
    have h3 : n.re * n.im = 0 := by linarith
    rcases mul_eq_zero.mp h3 with h4 | h4
    · exact h4
    · rw [h4] at h1
      exact mul_self_eq_zero.mp (le_antisymm (by linarith) (mul_self_nonneg _))
```

Joining the sign of $\varepsilon$ to this criterion gives the reflection band. The theorem takes positive $\omega_T$, $\omega$ and $\varepsilon_\infty$, a nonzero $b$, any $\varepsilon$ that is the dielectric constant at $\omega$, and a refractive index $n$ with $n^2=\varepsilon$ and $\operatorname{Re}n\ge0$. The hypothesis on $\varepsilon$ already excludes $\omega=\omega_T$, where the theorem makes no statement about reflection. The conclusion gives the formula for $\varepsilon$, its only zero, and total reflection exactly for $\omega_T<\omega\le\omega_L$.

```lean
/-- The Born-Huang equations fix the dielectric constant, which vanishes only at `ωL`, and
the crystal reflects totally exactly for `ωT < ω ≤ ωL`. -/
theorem reststrahlen_band {ωT b c ω ε : ℝ} {n : ℂ} (hb : b ≠ 0) (hT : 0 < ωT) (hω : 0 < ω)
    (hc : 0 < epsInf c) (hε : IsDielectricConstant ωT b c ω ε)
    (hn : n ^ 2 = (ε : ℂ)) (hre : 0 ≤ n.re) :
    ε = epsInf c + 4 * π * b ^ 2 / (ωT ^ 2 - ω ^ 2) ∧
      (ε = 0 ↔ ω = omegaL ωT b c) ∧
      (reflectance n = 1 ↔ ωT < ω ∧ ω ≤ omegaL ωT b c) := by
  obtain ⟨hd, rfl⟩ := (isDielectricConstant_iff hb).mp hε
  obtain ⟨hzero, hsign⟩ := eps_zero_and_sign (b := b) hT hω hc hd
  exact ⟨rfl, hzero, (reflectance_eq_one_iff hn hre).trans hsign⟩
```

## A field oscillation without displacement field

The zero of $\varepsilon$ also marks an oscillation of the crystal itself. Let $\omega_T$, $\omega$ and $\varepsilon_\infty$ be positive and $b\ne0$, and suppose that $E\ne0$ and $E+4\pi P=0$. Resonance is excluded, since there $bE=0$; hence $\varepsilon E=0$, so $\varepsilon=0$ and $\omega=\omega_L$. Conversely, $b\ne0$ places $\omega_L$ strictly above $\omega_T$, and the driven solution at $\omega_L$ has zero displacement field.

The equations contain no wave vector. The name "longitudinal" comes from electrostatics, where a plane wave with $E$ along its wave vector must have zero displacement field. For a single undamped, isotropic mode, the result links the long-wavelength splitting between longitudinal and transverse optical phonons, as computed in lattice dynamics, to $b$ and $\varepsilon_\infty$.

```lean
/-- For `b ≠ 0`, the Born-Huang equations have a solution with nonzero electric field and zero
electric displacement exactly at the frequency `ωL`. -/
theorem free_oscillation_iff {ωT b c ω : ℝ} (hb : b ≠ 0) (hT : 0 < ωT) (hω : 0 < ω)
    (hc : 0 < epsInf c) :
    (∃ u E P : Fin 3 → ℂ, BornHuang ωT b c ω u E P ∧ E ≠ 0 ∧ E + (4 * π) • P = 0) ↔
      ω = omegaL ωT b c := by
  constructor
  · rintro ⟨u, E, P, h, hE, hD⟩
    have hd : ωT ^ 2 - ω ^ 2 ≠ 0 := by
      intro h0
      have h1 := h.1
      rw [h0, zero_smul] at h1
      exact (smul_eq_zero.mp h1.symm).elim hb hE
    have h2 := displacement_eq hd u E P h
    rw [hD] at h2
    exact (eps_zero_and_sign hT hω hc hd).1.mp ((smul_eq_zero.mp h2.symm).resolve_right hE)
  · intro h
    have hd : ωT ^ 2 - ω ^ 2 ≠ 0 := by
      have hpos : 0 < 4 * π * b ^ 2 / epsInf c := by positivity
      have hsq := omegaL_sq (b := b) hT hc
      rw [← h] at hsq
      intro h0
      linarith
    have hs := driven_solution b c hd (fun _ => 1)
    refine ⟨_, _, _, hs, fun h0 => one_ne_zero (congrFun h0 0), ?_⟩
    rw [displacement_eq hd _ _ _ hs, (eps_zero_and_sign hT hω hc hd).1.mpr h, zero_smul]

end

end BornHuangReststrahlen
```

```lean
#print axioms BornHuangReststrahlen.reststrahlen_band
-- 'BornHuangReststrahlen.reststrahlen_band' depends on axioms: [propext, Classical.choice, Quot.sound]
#print axioms BornHuangReststrahlen.free_oscillation_iff
-- 'BornHuangReststrahlen.free_oscillation_iff' depends on axioms: [propext, Classical.choice, Quot.sound]
```
